# Fumi's theorem for finite spectra: grand-potential changes from level counts

Suppose an impurity shifts every level of a system of independent electrons and adds one more. Computing the change in grand potential by pairing old levels with new ones then leaves a level without a partner. Summing over each spectrum separately avoids the pairing but needs every individual level, whereas a scattering calculation may supply only the change in the number of levels below each energy.

For finite spectra, that change is enough. Let N₀(E) and N₁(E) count the levels at or below E before and after, and let f be the Fermi function at chemical potential μ and temperature T > 0, in energy units. With both systems at this same μ and T, the grand potentials Ω₀ and Ω₁ satisfy

Ω₁ − Ω₀ = −∫ (N₁(E) − N₀(E)) f(E) dE,

with the integral over all real energies. This turns a change in integrated density of states into a change in grand potential, here for independent electrons in finitely many levels. With Kohn–Sham levels, it gives only the one-electron part of the change; the double-counting corrections are separate. Fumi's theorem for an impurity in a metal expresses the count through scattering phase shifts; below, the count comes directly from two given lists of levels, with no phase shifts and no infinite-volume limit.

## Independent fermions in finitely many levels

A spectrum is a function `e : ι → ℝ` on a finite index type. Degenerate levels are listed repeatedly, as are the two spin states of an orbital. The types `ι` and `κ` may differ in size, so levels can be added or removed.

```lean
import Mathlib

open MeasureTheory Set Filter Topology

namespace FumiFiniteSpectra

noncomputable section

variable {ι κ : Type*} [Fintype ι] [Fintype κ]
```

The Fermi function is f(E) = 1/(exp((E − μ)/T) + 1).

```lean
/-- The Fermi function at chemical potential `μ` and temperature `T ≠ 0`
(in energy units). -/
def fermi (μ T E : ℝ) : ℝ := 1 / (Real.exp ((E - μ) / T) + 1)
```

The count is a real number, so that differences of counts may be negative. A level exactly at E is included.

```lean
/-- The integrated density of states `N(E)`: the number of levels `e j ≤ E`. -/
def levelCount (e : ι → ℝ) (E : ℝ) : ℝ :=
  ((Finset.univ.filter fun j => e j ≤ E).card : ℝ)
```

Independence means that each level is empty or filled regardless of the others. Its two states contribute the factor 1 + exp((μ − e_j)/T) to the grand partition function, and −T times the logarithm of the product is

Ω = −T Σ_j log(1 + exp((μ − e_j)/T)).

The file takes this formula as its definition. With a repulsion U between two levels, the doubly occupied state has weight exp((2μ − e₁ − e₂ − U)/T), the grand partition function is no longer a product of one-level factors, and the formula is wrong.

```lean
/-- The grand potential of independent fermions with levels `e j`, at chemical
potential `μ` and temperature `T ≠ 0`. -/
def grandPotential (μ T : ℝ) (e : ι → ℝ) : ℝ :=
  -T * ∑ j, Real.log (1 + Real.exp ((μ - e j) / T))
```

At zero temperature, each level below μ is filled and contributes e_j − μ. A level exactly at μ contributes zero whether it is filled or empty, so including it in the sum changes nothing.

```lean
/-- The zero-temperature grand potential: the sum of `e j - μ` over the levels
`e j ≤ μ`. -/
def groundPotential (μ : ℝ) (e : ι → ℝ) : ℝ :=
  ∑ j ∈ Finset.univ.filter (fun j => e j ≤ μ), (e j - μ)
```

## Positive temperature makes the Fermi tail integrable

For T > 0, the occupation of a level tends to zero as its energy rises. Write the contribution of a level at x as

w(x) = −T log(1 + exp((μ − x)/T)).

With y = exp((μ − x)/T), whose derivative is −y/T, the chain rule gives

w′(x) = −T · (−y/T)/(1 + y) = y/(1 + y) = 1/(1/y + 1) = f(x).

`hasDerivAt_level` follows these steps: it builds the derivative by the chain rule, names the exponential `y`, and cancels T against its inverse. Only T ≠ 0 matters here.

```lean
/-- For `T > 0`, the grand potential of a single level, as a function of the level
energy, has the Fermi function as its derivative. -/
theorem hasDerivAt_level {μ T : ℝ} (hT : 0 < T) (E : ℝ) :
    HasDerivAt (fun x => -T * Real.log (1 + Real.exp ((μ - x) / T)))
      (fermi μ T E) E := by
  have h1 : HasDerivAt (fun x => (μ - x) / T) (-1 / T) E :=
    ((hasDerivAt_id' E).const_sub μ).div_const T
  have hp : 1 + Real.exp ((μ - E) / T) ≠ 0 := by positivity
  have h2 := ((h1.exp.const_add 1).log hp).const_mul (-T)
  refine h2.congr_deriv ?_
  show -T * (Real.exp ((μ - E) / T) * (-1 / T) / (1 + Real.exp ((μ - E) / T)))
    = 1 / (Real.exp ((E - μ) / T) + 1)
  have h3 : Real.exp ((E - μ) / T) = (Real.exp ((μ - E) / T))⁻¹ := by
    rw [← Real.exp_neg]
    congr 1
    ring
  rw [h3]
  have hy := Real.exp_pos ((μ - E) / T)
  generalize Real.exp ((μ - E) / T) = y at hy ⊢
  have h4 : 1 / (y⁻¹ + 1) = y / (1 + y) := by
    rw [div_eq_div_iff (by positivity) (by positivity), mul_add y,
      mul_inv_cancel₀ hy.ne']
    ring
  rw [h4]
  calc -T * (y * (-1 / T) / (1 + y)) = (T * T⁻¹) * (y / (1 + y)) := by ring
    _ = y / (1 + y) := by rw [mul_inv_cancel₀ hT.ne', one_mul]
```

The sign of T enters in the next step. As x → ∞, (μ − x)/T → −∞, so y → 0 and w(x) → 0. In `tendsto_level`, `hT` is what allows an inequality to be multiplied through by T.

```lean
/-- For `T > 0`, the grand potential of a single level tends to zero as the level
is moved up to infinite energy. -/
theorem tendsto_level {μ T : ℝ} (hT : 0 < T) :
    Tendsto (fun x => -T * Real.log (1 + Real.exp ((μ - x) / T))) atTop (𝓝 0) := by
  have h1 : Tendsto (fun x => (μ - x) / T) atTop atBot := by
    refine tendsto_atBot.2 fun b => ?_
    filter_upwards [eventually_ge_atTop (μ - b * T)] with x hx
    rw [div_le_iff₀ hT]
    linarith
  have h2 := Real.tendsto_exp_atBot.comp h1
  have h3 := ((h2.const_add 1).log (by norm_num)).const_mul (-T)
  have h4 : -T * Real.log (1 + 0) = 0 := by simp
  rw [h4] at h3
  exact h3
```

For b > a, the integral of f from a to b is w(b) − w(a). Since f is positive and w has a limit, f is integrable above a, and

∫_a^∞ f(E) dE = 0 − w(a) = T log(1 + exp((μ − a)/T)).

`integral_fermi` states both facts. Its proof supplies Mathlib's theorem for non-negative derivatives with the derivative, the sign and the limit; the endpoint a has measure zero.

```lean
/-- For `T > 0`, the Fermi function is integrable above any energy `a`, and its integral
there is `T log(1 + exp((μ - a)/T))`. -/
theorem integral_fermi {μ T : ℝ} (hT : 0 < T) (a : ℝ) :
    IntegrableOn (fermi μ T) (Ici a) ∧
      ∫ E in Ici a, fermi μ T E = T * Real.log (1 + Real.exp ((μ - a) / T)) := by
  have hpos : ∀ x ∈ Ioi a, 0 ≤ fermi μ T x := fun x _ => by
    unfold fermi
    positivity
  constructor
  · rw [integrableOn_Ici_iff_integrableOn_Ioi]
    exact integrableOn_Ioi_deriv_of_nonneg' (fun x _ => hasDerivAt_level hT x) hpos
      (tendsto_level hT)
  · rw [integral_Ici_eq_integral_Ioi]
    have h := integral_Ioi_of_hasDerivAt_of_nonneg'
      (fun x _ => hasDerivAt_level hT x) hpos (tendsto_level hT)
    refine h.trans ?_
    ring
```

For a counter-example at negative T, take T = −1, μ = 0 and a single level at 0. Then f(E) = 1/(exp(−E) + 1) tends to 1 at high energy, so the integral of N f diverges, while the formula for Ω gives the finite value log 2.

## Finiteness lets the sum and the integral change places

Let θ(x) be 1 for x ≥ 0 and 0 otherwise. Then N(E) = Σ_j θ(E − e_j), and for any function g,

N(E) g(E) = Σ_j θ(E − e_j) g(E).

In `levelCount_mul`, the step function is the indicator of the half-line `Ici (e j)`, and the proof checks each level according to whether it lies at or below E.

```lean
/-- Weighting a function of energy by the level count is the same as summing, over all
levels, the function cut off below that level. -/
theorem levelCount_mul (e : ι → ℝ) (g : ℝ → ℝ) (E : ℝ) :
    levelCount e E * g E = ∑ j, (Ici (e j)).indicator g E := by
  unfold levelCount
  rw [← Finset.sum_boole, Finset.sum_mul]
  refine Finset.sum_congr rfl fun j _ => ?_
  by_cases h : e j ≤ E <;> simp [Set.indicator, h]
```

Setting g = f and integrating term by term gives

∫ N f dE = Σ_j ∫_{e_j}^∞ f dE = Σ_j T log(1 + exp((μ − e_j)/T)) = −Ω.

A finite sum of integrable functions is integrable and may be integrated term by term; `integrable_finsetSum` and `integral_finsetSum` are these two facts. The theorem states integrability alongside the equation because Lean assigns the value 0 to the integral of a non-integrable function.

```lean
/-- For a finite spectrum and `T > 0`, the product `N f` is integrable over all energies
and the grand potential is minus its integral. -/
theorem grandPotential_eq {μ T : ℝ} (hT : 0 < T) (e : ι → ℝ) :
    Integrable (fun E => levelCount e E * fermi μ T E) ∧
      grandPotential μ T e = -∫ E, levelCount e E * fermi μ T E := by
  have hi : ∀ j ∈ (Finset.univ : Finset ι),
      Integrable (fun E => (Ici (e j)).indicator (fermi μ T) E) := fun j _ =>
    (integrable_indicator_iff measurableSet_Ici).2 (integral_fermi hT (e j)).1
  simp_rw [levelCount_mul e (fermi μ T)]
  refine ⟨integrable_finsetSum _ hi, ?_⟩
  -- each level contributes the integral of the Fermi function above it
  rw [integral_finsetSum _ hi]
  simp_rw [integral_indicator measurableSet_Ici, (integral_fermi hT _).2]
  rw [grandPotential, neg_mul, Finset.mul_sum]
```

Without finiteness, both sides can lose their meaning. For levels at 0, −1, −2, … and μ = 0, the count is infinite at every energy and the sum defining Ω diverges.

## One chemical potential and temperature for both spectra

The two systems exchange particles and heat with the same reservoir. By hand, this is used when the one-spectrum formulas are subtracted and the common factor f is taken out:

Ω₁ − Ω₀ = −∫ N₁ f dE + ∫ N₀ f dE = −∫ (N₁ − N₀) f dE.

In `fumi`, a single `μ` and a single `T` serve both spectra, and `integral_sub` splits the integral of the difference in two, which is allowed because both parts have been proved integrable.

```lean
/-- **Fumi's theorem** at temperature `T > 0`: the grand potentials of two finite spectra
differ by minus the integral of the change in level count times the Fermi function. -/
theorem fumi {μ T : ℝ} (hT : 0 < T) (e₀ : ι → ℝ) (e₁ : κ → ℝ) :
    grandPotential μ T e₁ - grandPotential μ T e₀
      = -∫ E, (levelCount e₁ E - levelCount e₀ E) * fermi μ T E := by
  obtain ⟨i₀, h₀⟩ := grandPotential_eq (μ := μ) hT e₀
  obtain ⟨i₁, h₁⟩ := grandPotential_eq (μ := μ) hT e₁
  simp_rw [sub_mul]
  rw [integral_sub i₁ i₀, h₀, h₁]
  ring
```

If μ changes as well, the formula fails even for an unchanged spectrum: with one level, N₁ − N₀ is zero everywhere, yet Ω depends on μ. A comparison at fixed particle number, where μ generally adjusts, is therefore a different problem. In the smallest case, `e₀` has no levels, Ω₀ = 0, and the theorem reduces to the formula for one spectrum.

## At zero temperature, the cutoff at μ replaces the Fermi tail

A level below μ has depth μ − e_j, and a level above μ has depth zero. The zero-temperature grand potential Ω_g is therefore

Ω_g = Σ_{e_j ≤ μ} (e_j − μ) = −Σ_j max(μ − e_j, 0).

```lean
/-- The zero-temperature grand potential is minus the sum of the depths of the levels
below `μ`, a level above `μ` having depth zero. -/
theorem groundPotential_eq_depths (μ : ℝ) (e : ι → ℝ) :
    groundPotential μ e = -∑ j, max (μ - e j) 0 := by
  rw [groundPotential, Finset.sum_filter, ← Finset.sum_neg_distrib]
  refine Finset.sum_congr rfl fun j _ => ?_
  split_ifs with h
  · rw [max_eq_left (by linarith)]
    ring
  · rw [max_eq_right (by linarith), neg_zero]
```

Up to μ, a level at e_j is counted on the interval [e_j, μ], which is empty if e_j > μ. Its length is the depth, so

∫_{−∞}^μ N(E) dE = Σ_j max(μ − e_j, 0) = −Ω_g.

`integral_levelCount` uses `levelCount_mul` with g = 1, intersects each half-line with `Iic μ`, and computes the length of the interval. The cutoff does the work that the decay of f did before: without it, the integral diverges for any non-empty spectrum, since N stays at the total number of levels at high energy.

```lean
/-- The level count of a finite spectrum is integrable up to `μ`, and its integral there
is minus the zero-temperature grand potential. -/
theorem integral_levelCount (μ : ℝ) (e : ι → ℝ) :
    IntegrableOn (levelCount e) (Iic μ) ∧
      ∫ E in Iic μ, levelCount e E = -groundPotential μ e := by
  have hN : levelCount e = fun E => ∑ j, (Ici (e j)).indicator (fun _ => (1 : ℝ)) E :=
    funext fun E => (mul_one _).symm.trans (levelCount_mul e (fun _ => 1) E)
  have hi : ∀ j ∈ (Finset.univ : Finset ι), Integrable
      (fun E => (Ici (e j)).indicator (fun _ => (1 : ℝ)) E)
      (volume.restrict (Iic μ)) := fun j _ => by
    refine (integrable_indicator_iff measurableSet_Ici).2 ?_
    rw [IntegrableOn, Measure.restrict_restrict measurableSet_Ici, Ici_inter_Iic]
    exact continuous_const.integrableOn_Icc
  rw [hN, groundPotential_eq_depths, neg_neg]
  refine ⟨integrable_finsetSum _ hi, ?_⟩
  rw [integral_finsetSum _ hi]
  -- a level at `a` is counted on the interval `[a, μ]`
  refine Finset.sum_congr rfl fun j _ => ?_
  rw [setIntegral_indicator measurableSet_Ici, inter_comm, Ici_inter_Iic]
  simp [Real.volume_real_Icc]
```

Subtracting two such formulas at the same μ gives the zero-temperature theorem, by the same proof as before.

```lean
/-- **Fumi's theorem** at zero temperature: the grand potentials of two finite spectra
differ by minus the integral of the change in level count up to `μ`. -/
theorem fumi_ground (μ : ℝ) (e₀ : ι → ℝ) (e₁ : κ → ℝ) :
    groundPotential μ e₁ - groundPotential μ e₀
      = -∫ E in Iic μ, (levelCount e₁ E - levelCount e₀ E) := by
  obtain ⟨i₀, h₀⟩ := integral_levelCount μ e₀
  obtain ⟨i₁, h₁⟩ := integral_levelCount μ e₁
  rw [integral_sub i₁ i₀, h₀, h₁]
  ring
```

## The thermal correction is at most T log 2 per level

For n levels and T > 0,

Ω_g − n T log 2 ≤ Ω ≤ Ω_g.

To see this, set a = μ − e_j, x = a/T and m = max(x, 0). Since exp(m) is the larger of exp(x) and 1,

exp(m) ≤ 1 + exp(x) ≤ 2 exp(m).

Taking logarithms and multiplying by T > 0 gives

max(a, 0) ≤ T log(1 + exp(a/T)) ≤ max(a, 0) + T log 2.

Summing over the levels and reversing the sign yields the bounds. In `thermal_bounds`, the local statement `level` is this pair of inequalities, and `Finset.sum_le_sum` adds them up.

```lean
/-- For `n` levels and `T > 0`, the grand potential lies below its zero-temperature
value by at most `n T log 2`. -/
theorem thermal_bounds {μ T : ℝ} (hT : 0 < T) (e : ι → ℝ) :
    groundPotential μ e - Fintype.card ι * (T * Real.log 2) ≤ grandPotential μ T e ∧
      grandPotential μ T e ≤ groundPotential μ e := by
  have level : ∀ a : ℝ, max a 0 ≤ T * Real.log (1 + Real.exp (a / T)) ∧
      T * Real.log (1 + Real.exp (a / T)) ≤ max a 0 + T * Real.log 2 := by
    intro a
    have hm : max a 0 = T * max (a / T) 0 := by
      rw [mul_max_of_nonneg _ _ hT.le, mul_div_cancel₀ a hT.ne', mul_zero]
    have hx := Real.exp_pos (a / T)
    rw [hm, ← mul_add]
    constructor
    · refine mul_le_mul_of_nonneg_left (max_le ?_ ?_) hT.le
      · rw [Real.le_log_iff_exp_le (by positivity)]
        linarith
      · exact Real.log_nonneg (by linarith)
    · refine mul_le_mul_of_nonneg_left ?_ hT.le
      rw [← Real.log_exp (max (a / T) 0),
        ← Real.log_mul (Real.exp_pos _).ne' (by norm_num)]
      refine Real.log_le_log (by positivity) ?_
      have h1 := Real.exp_le_exp.2 (le_max_left (a / T) 0)
      have h2 := Real.one_le_exp (le_max_right (a / T) 0)
      linarith
  have lo := Finset.sum_le_sum fun j (_ : j ∈ Finset.univ) => (level (μ - e j)).1
  have hi := Finset.sum_le_sum fun j (_ : j ∈ Finset.univ) => (level (μ - e j)).2
  rw [Finset.sum_add_distrib, Finset.sum_const, Finset.card_univ, nsmul_eq_mul] at hi
  rw [groundPotential_eq_depths, grandPotential, neg_mul, Finset.mul_sum]
  constructor <;> linarith

end

end FumiFiniteSpectra
```

For a fixed finite spectrum, Ω therefore tends to Ω_g as T → 0 from above. A single level at μ has Ω_g = 0 and Ω = −T log 2, which attains the lower bound. Positivity of T is needed here too: at T = −1, the same level gives Ω = log 2, above Ω_g. Away from μ the bound is far from sharp: for T > 0, a level at energy e lowers Ω below Ω_g by T log(1 + exp(−|e − μ|/T)), which is exponentially small once T is well below |e − μ|.

```lean
#print axioms FumiFiniteSpectra.fumi
-- 'FumiFiniteSpectra.fumi' depends on axioms: [propext, Classical.choice, Quot.sound]
#print axioms FumiFiniteSpectra.fumi_ground
-- 'FumiFiniteSpectra.fumi_ground' depends on axioms: [propext, Classical.choice, Quot.sound]
#print axioms FumiFiniteSpectra.thermal_bounds
-- 'FumiFiniteSpectra.thermal_bounds' depends on axioms: [propext, Classical.choice, Quot.sound]
```
